# Two electrons on a triangle at infinite repulsion with hopping amplitude $-t$: the triplet is lowest exactly when $t<0$

Put two electrons on three mutually connected sites and make the on-site repulsion $U$ so large that they never share a site. One site is always empty, and the only motion left is an electron hopping into it. No spin-spin coupling has been written down, yet the singlet and triplet energies differ. Which spin state lies lowest?

With hopping amplitude $-t$, the singlet levels are $-2t$ and $t$, and the triplet levels are $2t$ and $-t$. The sign of $t$ therefore decides. Nagaoka's theorem gives a ferromagnetic ground state for a single hole at infinite $U$, under conditions on the lattice and on the hopping sign; for $t<0$ the result here is its instance on the triangle, solved directly. For this two-electron cluster at infinite $U$, the levels labelled by spin can be used to check the hopping sign in an exact-diagonalisation program. The labels matter: in the sector $S_z=0$ the list of energies alone is the same for $t$ and $-t$.

## No site holds two electrons

Infinite repulsion enters through the configuration space. A configuration is an ordered pair $(i,j)$ of distinct sites, giving six in all, and `Pair` is the type of these pairs.

```lean
import Mathlib

open Matrix

namespace NagaokaTriangle

noncomputable section

/-- Positions of two electrons on three sites, with double occupancy excluded. -/
abbrev Pair := {p : Fin 3 × Fin 3 // p.1 ≠ p.2}
```

The Hamiltonian $H$ has entry $-t$ between configurations that differ in the position of exactly one electron, and zero elsewhere. Here $t$ is real and the amplitudes are complex.

```lean
/-- Exactly one of the two electrons changes its site. -/
def Hops (p q : Pair) : Prop :=
  (p.1.1 = q.1.1 ∧ p.1.2 ≠ q.1.2) ∨ (p.1.1 ≠ q.1.1 ∧ p.1.2 = q.1.2)

instance : DecidableRel Hops := fun p q => inferInstanceAs (Decidable
  ((p.1.1 = q.1.1 ∧ p.1.2 ≠ q.1.2) ∨ (p.1.1 ≠ q.1.1 ∧ p.1.2 = q.1.2)))

/-- The Hamiltonian at infinite repulsion: each allowed hop has amplitude `-t`. -/
def hamiltonian (t : ℝ) : Matrix Pair Pair ℂ :=
  Matrix.of fun p q => if Hops p q then -(t : ℂ) else 0
```

The derivation uses the exclusion whenever it lists hops: each electron has two other sites, but one is occupied, so each configuration has just two neighbours. If double occupancy were allowed, there would be nine configurations and the singlet levels would depend on $U$. The triplet levels would stay as they are, since an antisymmetric wavefunction vanishes when the positions coincide.

## A stationary state is nonzero and has definite exchange symmetry

Number the sites 0, 1, 2 modulo 3. Let $b_i=(i,i+1)$ be the cyclic pairs and $\bar b_i=(i+1,i)$ their exchanges; in Lean these are `bond i` and `exchange (bond i)`.

```lean
/-- Exchange of the positions of the two electrons. -/
def exchange (p : Pair) : Pair := ⟨(p.1.2, p.1.1), p.2.symm⟩

/-- The cyclic pair: first electron on site `i`, second on the next site. -/
def bond (i : Fin 3) : Pair := ⟨(i, i + 1), by revert i; decide⟩
```

By the Pauli principle, a spin singlet has a symmetric spatial wavefunction and a spin triplet an antisymmetric one. `InSector s ψ` says that exchange multiplies $\psi$ by $s$, so $s=1$ is the singlet and $s=-1$ the triplet. Spin itself is not represented, so the threefold spin degeneracy of each triplet state is not counted.

```lean
/-- The spatial wavefunction is multiplied by `s` under exchange:
`s = 1` is the singlet sector and `s = -1` the triplet sector. -/
def InSector (s : ℝ) (ψ : Pair → ℂ) : Prop := ∀ p, ψ (exchange p) = s * ψ p
```

A level $E$ of a sector is a real number with a nonzero eigenvector in that sector. Without the condition `ψ ≠ 0`, every real number would be a level.

```lean
/-- `E` is the energy of a stationary state in the sector `s`. -/
def IsLevel (t s E : ℝ) : Prop :=
  ∃ ψ : Pair → ℂ, ψ ≠ 0 ∧ InSector s ψ ∧ hamiltonian t *ᵥ ψ = (E : ℂ) • ψ
```

Restricting $E$ to real values loses nothing, because the matrix is Hermitian. The next two results establish this and the fact that the $b_i$ and $\bar b_i$ cover all configurations; the latter is a finite check by `decide`.

```lean
/-- Each configuration is a cyclic pair or the exchange of one. -/
theorem pair_cases : ∀ p : Pair, ∃ i, p = bond i ∨ p = exchange (bond i) := by
  decide

/-- The Hamiltonian is Hermitian. -/
theorem hamiltonian_isHermitian (t : ℝ) : (hamiltonian t).IsHermitian := by
  have comm : ∀ p q : Pair, Hops p q ↔ Hops q p := by decide
  refine Matrix.IsHermitian.ext fun p q => ?_
  simp only [hamiltonian, Matrix.of_apply, comm p q]
  split_ifs <;> simp
```

## With $s^2=1$, six equations become three

From $b_i=(i,i+1)$, moving the first electron gives $(i+2,i+1)=\bar b_{i+1}$, and moving the second gives $(i,i+2)=\bar b_{i+2}$. The same holds with the roles of $b$ and $\bar b$ swapped. Hence

$$(H\psi)(b_i)=-t\Big(\sum_j\psi(\bar b_j)-\psi(\bar b_i)\Big),\qquad
(H\psi)(\bar b_i)=-t\Big(\sum_j\psi(b_j)-\psi(b_i)\Big).$$

In the proof, `h1` and `h2` find the neighbours by `decide`, `two` evaluates a matrix row with two nonzero entries, and `others` states that the two remaining terms equal the full sum minus one.

```lean
/-- At a cyclic pair, the Hamiltonian gives `-t` times the sum of `ψ` over the exchanges of the
other two cyclic pairs; at the exchange of a cyclic pair, it gives `-t` times the sum of `ψ` over
the other two cyclic pairs. -/
theorem hamiltonian_apply (t : ℝ) (ψ : Pair → ℂ) (i : Fin 3) :
    (hamiltonian t *ᵥ ψ) (bond i) =
        -(t : ℂ) * (∑ j, ψ (exchange (bond j)) - ψ (exchange (bond i))) ∧
      (hamiltonian t *ᵥ ψ) (exchange (bond i)) =
        -(t : ℂ) * (∑ j, ψ (bond j) - ψ (bond i)) := by
  -- a row with two nonzero entries
  have two : ∀ (a b : Pair), a ≠ b →
      ∑ q, (if q = a ∨ q = b then -(t : ℂ) else 0) * ψ q = -(t : ℂ) * (ψ a + ψ b) := by
    intro a b h
    have key : ∀ q, (if q = a ∨ q = b then -(t : ℂ) else 0) * ψ q =
        (if q = a then -(t : ℂ) * ψ a else 0) + (if q = b then -(t : ℂ) * ψ b else 0) := by
      intro q
      by_cases ha : q = a
      · subst ha
        simp [h]
      · by_cases hb : q = b
        · subst hb
          simp [ha]
        · simp [ha, hb]
    simp only [key, Finset.sum_add_distrib, Finset.sum_ite_eq', Finset.mem_univ, if_true]
    ring
  -- the two other sites of the triangle
  have others : ∀ f : Fin 3 → ℂ, f (i + 1) + f (i + 2) = ∑ j, f j - f i := by
    intro f
    rw [Fin.sum_univ_three]
    fin_cases i
    · show f 1 + f 2 = f 0 + f 1 + f 2 - f 0
      ring
    · show f 2 + f 0 = f 0 + f 1 + f 2 - f 1
      ring
    · show f 0 + f 1 = f 0 + f 1 + f 2 - f 2
      ring
  have h1 : ∀ (i : Fin 3) (q : Pair), Hops (bond i) q ↔
      q = exchange (bond (i + 1)) ∨ q = exchange (bond (i + 2)) := by decide
  have h2 : ∀ (i : Fin 3) (q : Pair), Hops (exchange (bond i)) q ↔
      q = bond (i + 1) ∨ q = bond (i + 2) := by decide
  have n1 : ∀ i : Fin 3, exchange (bond (i + 1)) ≠ exchange (bond (i + 2)) := by decide
  have n2 : ∀ i : Fin 3, bond (i + 1) ≠ bond (i + 2) := by decide
  constructor
  · rw [← others fun j => ψ (exchange (bond j)), ← two _ _ (n1 i)]
    simp only [Matrix.mulVec, dotProduct, hamiltonian, Matrix.of_apply, h1]
  · rw [← others fun j => ψ (bond j), ← two _ _ (n2 i)]
    simp only [Matrix.mulVec, dotProduct, hamiltonian, Matrix.of_apply, h2]
```

Write $a_i=\psi(b_i)$ and $A=a_0+a_1+a_2$. Exchange symmetry gives $\psi(\bar b_i)=s\,a_i$, so the equations at $b_i$ and $\bar b_i$ read

$$-ts(A-a_i)=E a_i,\qquad -t(A-a_i)=E s a_i .$$

Multiplying the first by $s$ and using $s^2=1$ gives the second. Three equations remain, those of one particle on the triangle with hopping amplitude $-ts$.

The reduction relies on `InSector`: without it, the three equations for the amplitudes on cyclic pairs would put no condition on the other three amplitudes. The condition $s^2=1$ only sets aside empty sectors. For any other $s$, exchanging twice gives $\psi=s^2\psi$, hence $\psi=0$, and the equivalence holds trivially.

```lean
/-- In the sector `s = ±1` the stationary Schrödinger equation is that of one
particle on the triangle with hopping amplitude `-t s`. -/
theorem sector_eigen_iff {t s E : ℝ} (hs : s ^ 2 = 1) {ψ : Pair → ℂ} (h : InSector s ψ) :
    hamiltonian t *ᵥ ψ = (E : ℂ) • ψ ↔
      ∀ i, -(t * s : ℂ) * (∑ j, ψ (bond j) - ψ (bond i)) = E * ψ (bond i) := by
  have hs' : (s : ℂ) ^ 2 = 1 := by exact_mod_cast hs
  have hb : ∀ i, ψ (exchange (bond i)) = s * ψ (bond i) := fun i => h (bond i)
  constructor
  · intro H i
    have e := congrFun H (bond i)
    rw [(hamiltonian_apply t ψ i).1] at e
    simp only [hb, ← Finset.mul_sum, Pi.smul_apply, smul_eq_mul] at e
    linear_combination e
  · intro H
    funext p
    obtain ⟨i, rfl | rfl⟩ := pair_cases p
    · rw [(hamiltonian_apply t ψ i).1]
      simp only [hb, ← Finset.mul_sum, Pi.smul_apply, smul_eq_mul]
      linear_combination H i
    · rw [(hamiltonian_apply t ψ i).2]
      simp only [hb, Pi.smul_apply, smul_eq_mul]
      linear_combination (s : ℂ) * H i + (t : ℂ) * (∑ j, ψ (bond j) - ψ (bond i)) * hs'
```

The proof turns on the tactic `linear_combination`. It is given multiples of known equations, and `ring` checks that they add up to the goal. In the last line, the equation at $b_i$ is multiplied by $s$, while `hs'`, the complex form of $s^2=1$, is multiplied by $t(A-a_i)$. The coefficients thus record where $s^2=1$ is used; the exchange symmetry of $\psi$ has already entered through the rewriting with `hb`.

For the converse, three amplitudes are extended to a two-electron wavefunction by setting $\psi(b_i)=\varphi_i$ and $\psi(\bar b_i)=s\varphi_i$. Here $s^2=1$ ensures that exchanging back returns the original value. The assumption `φ 0 ≠ 0` is a convenient way to guarantee a nonzero state, and both vectors used below satisfy it.

```lean
/-- For `s = ±1`, a solution `φ` of the one-particle problem on the triangle with energy `E`,
hopping amplitude `-t s` and `φ 0 ≠ 0` makes `E` a two-electron level of the sector `s`. -/
theorem isLevel_of_amplitudes {t s E : ℝ} (hs : s ^ 2 = 1) (φ : Fin 3 → ℂ) (h0 : φ 0 ≠ 0)
    (H : ∀ i, -(t * s : ℂ) * (∑ j, φ j - φ i) = E * φ i) : IsLevel t s E := by
  have hs' : (s : ℂ) ^ 2 = 1 := by exact_mod_cast hs
  let ψ : Pair → ℂ := fun p => if p.1.2 = p.1.1 + 1 then φ p.1.1 else s * φ p.1.2
  have hne : ∀ i : Fin 3, ¬ (i = i + 1 + 1) := by decide
  have hb : ∀ i, ψ (bond i) = φ i := fun i => if_pos rfl
  have he : ∀ i, ψ (exchange (bond i)) = s * φ i := fun i => if_neg (hne i)
  have sec : InSector s ψ := by
    intro p
    obtain ⟨i, rfl | rfl⟩ := pair_cases p
    · rw [he, hb]
    · change ψ (bond i) = s * ψ (exchange (bond i))
      rw [he, hb]
      linear_combination -(φ i) * hs'
  refine ⟨ψ, fun hz => h0 ?_, sec, (sector_eigen_iff hs sec).2 ?_⟩
  · rw [← hb 0, hz]
    rfl
  · simpa only [hb] using H
```

## A nonzero state leaves two energies per sector

Adding the three equations gives

$$-2tsA=EA .$$

If $A\neq0$, then $E=-2ts$. If $A=0$, each equation becomes $ts\,a_i=Ea_i$. Some $a_i$ is nonzero, since otherwise every $s\,a_i$ would vanish too and $\psi$ would be zero. Hence $E=ts$.

Both values occur. The amplitudes $(1,1,1)$ have $A=3$ and give $-ts(3-1)=-2ts$; the amplitudes $(1,-1,0)$ have $A=0$ and give $ts$. As normalised six-component states, they have $a=(1,1,1)/\sqrt6$ and $a=(1,-1,0)/2$.

`isLevel_iff` follows the same argument. `hsum` is the summed equation, `mul_eq_zero` separates the cases, and `hψ` is applied once all amplitudes have been shown to vanish.

```lean
/-- The levels of the sector `s = ±1` are `-2 t s` and `t s`: the singlet has
`-2t` and `t`, the triplet `2t` and `-t`. -/
theorem isLevel_iff {t s E : ℝ} (hs : s ^ 2 = 1) :
    IsLevel t s E ↔ E = -2 * t * s ∨ E = t * s := by
  constructor
  · rintro ⟨ψ, hψ, h, H⟩
    rw [sector_eigen_iff hs h] at H
    simp only [Fin.sum_univ_three] at H
    -- the sum of the three equations
    have hsum : ((E : ℂ) + 2 * t * s) * (ψ (bond 0) + ψ (bond 1) + ψ (bond 2)) = 0 := by
      linear_combination -(H 0) - H 1 - H 2
    rcases mul_eq_zero.1 hsum with hE | hS
    · left
      have hE' : E + 2 * t * s = 0 := by exact_mod_cast hE
      linarith
    · right
      by_contra hE
      have hE' : (E : ℂ) - t * s ≠ 0 := by
        intro h0
        have h1 : E - t * s = 0 := by exact_mod_cast h0
        exact hE (by linarith)
      have hz : ∀ i, ψ (bond i) = 0 := by
        intro i
        have e : ((E : ℂ) - t * s) * ψ (bond i) = 0 := by
          linear_combination -(H i) - (t * s : ℂ) * hS
        exact (mul_eq_zero.1 e).resolve_left hE'
      apply hψ
      funext p
      obtain ⟨i, rfl | rfl⟩ := pair_cases p
      · exact hz i
      · rw [h (bond i), hz i, mul_zero]
        rfl
  · rintro (rfl | rfl)
    · refine isLevel_of_amplitudes hs (fun _ => 1) one_ne_zero fun i => ?_
      simp only [Fin.sum_univ_three]
      push_cast
      ring
    · have hS : ∑ j, (![1, -1, 0] : Fin 3 → ℂ) j = 0 := by simp [Fin.sum_univ_three]
      refine isLevel_of_amplitudes hs ![1, -1, 0] (by simp) fun i => ?_
      rw [hS, Complex.ofReal_mul]
      ring
```

## Nonzero hopping separates the eigenstates

For $t\neq0$, the factor $ts$ can be divided out. At $E=-2ts$, the equations become $A-a_i=2a_i$, so every $a_i$ equals $A/3$: the amplitudes are uniform, with one free parameter. At $E=ts$, they become $-(A-a_i)=a_i$, so $A=0$, which leaves two free parameters. The first level of each sector is therefore simple and the second doubly degenerate.

The theorem states these descriptions of the eigenvectors, from which the multiplicities can be read off. Its proof performs the division with `mul_left_cancel₀ hts`; subtracting equation 0 from equation $i$ shows that the amplitudes are equal. The zero vector satisfies both descriptions, as it should for eigenspaces.

```lean
/-- For `t ≠ 0` and `ψ` in the sector `s = ±1`, `ψ` solves the eigenvalue equation at `-2 t s`
exactly when its amplitudes on the three cyclic pairs are equal, and at `t s` exactly when these
three amplitudes sum to zero. -/
theorem eigenstates {t s : ℝ} (ht : t ≠ 0) (hs : s ^ 2 = 1) {ψ : Pair → ℂ}
    (h : InSector s ψ) :
    (hamiltonian t *ᵥ ψ = ((-2 * t * s : ℝ) : ℂ) • ψ ↔ ∀ i, ψ (bond i) = ψ (bond 0)) ∧
      (hamiltonian t *ᵥ ψ = ((t * s : ℝ) : ℂ) • ψ ↔ ∑ i, ψ (bond i) = 0) := by
  have hs0 : s ≠ 0 := by
    rintro rfl
    norm_num at hs
  have hts : (t * s : ℂ) ≠ 0 := by exact_mod_cast mul_ne_zero ht hs0
  rw [sector_eigen_iff hs h, sector_eigen_iff hs h]
  push_cast
  refine ⟨⟨fun H i => mul_left_cancel₀ hts ?_, fun H i => ?_⟩,
    ⟨fun H => mul_left_cancel₀ hts ?_, fun H i => ?_⟩⟩
  · linear_combination (H i - H 0) / 3
  · rw [Fin.sum_univ_three]
    linear_combination -(t * s : ℂ) * (H 1 + H 2) + 3 * (t * s : ℂ) * H i
  · linear_combination -(H 0)
  · rw [H]
    ring
```

In the limiting case $t=0$, the matrix vanishes and all six configurations have energy zero. Every $\psi$ in a sector then solves both eigenvalue equations, whatever its amplitudes, so the two descriptions fail. The list of levels remains correct, with both entries equal to zero.

## The sign of $t$ selects the spin

No sign is assumed in the last two theorems; it comes out as the condition for one sector to lie strictly lowest. For $t<0$, the triplet level $2t=-2|t|$ lies below the singlet levels $2|t|$ and $-|t|$. For $t>0$, the singlet level $-2t$ lies below the triplet levels $2t$ and $-t$. In either case the gap between the lowest levels of the two sectors is $|t|$.

Conversely, suppose a triplet level lies below every singlet level. It is then below $-2t$, and either $2t<-2t$ or $-t<-2t$ forces $t<0$.

```lean
/-- Some triplet level lies strictly below all singlet levels exactly when `t < 0`. -/
theorem triplet_lowest_iff (t : ℝ) :
    (∃ E, IsLevel t (-1) E ∧ ∀ E', IsLevel t 1 E' → E < E') ↔ t < 0 := by
  simp only [isLevel_iff (show (1 : ℝ) ^ 2 = 1 by norm_num),
    isLevel_iff (show (-1 : ℝ) ^ 2 = 1 by norm_num)]
  constructor
  · rintro ⟨E, hE, h⟩
    have h1 := h _ (Or.inl rfl)
    rcases hE with hE | hE <;> linarith
  · intro ht
    refine ⟨_, Or.inl rfl, ?_⟩
    rintro E' (hE | hE) <;> linarith
```

Likewise, a singlet level below every triplet level is below $2t$, and either $-2t<2t$ or $t<2t$ forces $t>0$. In both proofs `isLevel_iff` supplies the levels and `linarith` settles the inequalities. At $t=0$ the sectors tie, and neither criterion holds.

```lean
/-- Some singlet level lies strictly below all triplet levels exactly when `t > 0`. -/
theorem singlet_lowest_iff (t : ℝ) :
    (∃ E, IsLevel t 1 E ∧ ∀ E', IsLevel t (-1) E' → E < E') ↔ 0 < t := by
  simp only [isLevel_iff (show (1 : ℝ) ^ 2 = 1 by norm_num),
    isLevel_iff (show (-1 : ℝ) ^ 2 = 1 by norm_num)]
  constructor
  · rintro ⟨E, hE, h⟩
    have h1 := h _ (Or.inl rfl)
    rcases hE with hE | hE <;> linarith
  · intro ht
    refine ⟨_, Or.inl rfl, ?_⟩
    rintro E' (hE | hE) <;> linarith

end

end NagaokaTriangle
```

```lean
#print axioms NagaokaTriangle.hamiltonian_isHermitian
-- 'NagaokaTriangle.hamiltonian_isHermitian' depends on axioms: [propext, Classical.choice, Quot.sound]
#print axioms NagaokaTriangle.eigenstates
-- 'NagaokaTriangle.eigenstates' depends on axioms: [propext, Classical.choice, Quot.sound]
#print axioms NagaokaTriangle.triplet_lowest_iff
-- 'NagaokaTriangle.triplet_lowest_iff' depends on axioms: [propext, Classical.choice, Quot.sound]
#print axioms NagaokaTriangle.singlet_lowest_iff
-- 'NagaokaTriangle.singlet_lowest_iff' depends on axioms: [propext, Classical.choice, Quot.sound]
```
